# The coefficient one-norm of a Pauli sum: energy bound, phase tolerance and least shot total for a variance budget

A Pauli string is represented here by two properties only: it is Hermitian, and its square is the identity. No matrices or qubits are built in. The Hamiltonian is $H=\sum_j c_jP_j$, with finitely many real coefficients $c_j$ and operators $P_j$ of this kind, and its one-norm is $\lambda=\sum_j|c_j|$.

For such a finite sum, $\lambda$ bounds the absolute value of every eigenvalue $E$. If $\lambda>0$ and $E$ is read from the phase $\arccos(E/\lambda)$, as in qubitized phase estimation, a phase error of at most $\varepsilon/\lambda$ gives an energy error of at most $\varepsilon$. If the terms have nonzero coefficients and are measured separately, $\lambda$ also fixes the least total of positive real shot numbers that keeps the variance within a given budget when every single-shot variance is taken at its upper bound of one; rounding up to whole shots adds at most one per term. These are the quantities that enter cost estimates for quantum phase estimation and for energy estimation by sampling.

## Operators, coefficients and shots

```lean
import Mathlib

open scoped InnerProductSpace

namespace PauliSumCost

noncomputable section

variable {ι : Type*} [Fintype ι]
variable {V : Type*} [NormedAddCommGroup V] [InnerProductSpace ℂ V]
```

The type `ι` labels the terms of the Hamiltonian and is finite. The state space `V` is a complex inner product space of any dimension. Its vectors need not be normalised.

```lean
/-- A Hermitian operator whose square is the identity, such as a Pauli string. -/
structure IsReflection (P : V →ₗ[ℂ] V) : Prop where
  symmetric : P.IsSymmetric
  square : ∀ x, P (P x) = x
```

`V →ₗ[ℂ] V` is the type of complex-linear maps from `V` to itself. `IsReflection P` says that $\langle Px,y\rangle=\langle x,Py\rangle$ for all $x,y$, and that $P(Px)=x$. Every Pauli string qualifies, and so does the identity.

```lean
/-- The Hamiltonian `H = ∑ c_j P_j` with real coefficients. -/
def hamiltonian (c : ι → ℝ) (P : ι → V →ₗ[ℂ] V) : V →ₗ[ℂ] V :=
  ∑ j, (c j : ℂ) • P j
```

This is $H=\sum_j c_jP_j$. The coefficients are real by type, and `(c j : ℂ)` regards each one as a complex number so that it can multiply an operator.

```lean
/-- The one-norm `λ = ∑ |c_j|` of the coefficients. -/
def oneNorm (c : ι → ℝ) : ℝ := ∑ j, |c j|
```

This is $\lambda$. It belongs to the chosen expansion. A qubit operator has only one expansion in distinct Pauli strings, but other Hermitian $P_j$ of square one can give a different $\lambda$. With the one-qubit Pauli operators $X$ and $Z$, for example, $3X+4Z$ has $\lambda=7$, while the same operator written as $5P$ with the single term $P=(3X+4Z)/5$ has $\lambda=5$.

```lean
/-- The variance bound `∑ c_j² / m_j` for positive shot numbers `m_j`. -/
def shotVariance (c m : ι → ℝ) : ℝ := ∑ j, c j ^ 2 / m j
```

Let $m_j$ be the number of shots spent on term $j$. One measurement of $P_j$ gives $\pm1$, with variance $1-\langle P_j\rangle^2\le1$. The average of $m_j$ independent shots, multiplied by $c_j$, therefore has variance at most $c_j^2/m_j$. If the terms are measured independently, the variances add, and `shotVariance` is the resulting bound $\sum_j c_j^2/m_j$. This statistical reading motivates the definition; the file works with the sum itself. Shot numbers are real here, and whole numbers return later.

```lean
/-- The allocation `m_j = λ |c_j| / ε²`, proportional to `|c_j|`, for `ε ≠ 0`. -/
def optimalShots (c : ι → ℝ) (ε : ℝ) (j : ι) : ℝ := oneNorm c * |c j| / ε ^ 2
```

This is the allocation $m_j=\lambda|c_j|/\varepsilon^2$, where $\varepsilon$ is the target standard error.

## Every eigenvalue lies within the one-norm

```lean
/-- A Hermitian operator with square one preserves the norm of every state. -/
theorem IsReflection.norm_apply {P : V →ₗ[ℂ] V} (hP : IsReflection P) (x : V) :
    ‖P x‖ = ‖x‖ := by
  have h : inner ℂ (P x) (P x) = inner ℂ x x := by
    rw [hP.symmetric x (P x), hP.square]
  rw [inner_self_eq_norm_sq_to_K, inner_self_eq_norm_sq_to_K] at h
  have h2 : ‖P x‖ ^ 2 = ‖x‖ ^ 2 := by exact_mod_cast h
  exact (sq_eq_sq₀ (norm_nonneg _) (norm_nonneg _)).mp h2
```

A Lean theorem lists its hypotheses before the colon, its conclusion after it, and its proof after `:=`. By hand, this one reads

$$\|Px\|^2=\langle Px,Px\rangle=\langle x,P(Px)\rangle=\langle x,x\rangle=\|x\|^2 .$$

The first `have` is this chain. The remaining lines pass from inner products to squared norms and take the nonnegative root.

```lean
/-- Every real eigenvalue `E` of `H = ∑ c_j P_j`, with Hermitian `P_j` of square one,
satisfies `|E| ≤ λ`. -/
theorem abs_energy_le {c : ι → ℝ} {P : ι → V →ₗ[ℂ] V} (hP : ∀ j, IsReflection (P j))
    {E : ℝ} (hE : Module.End.HasEigenvalue (hamiltonian c P) (E : ℂ)) :
    |E| ≤ oneNorm c := by
  obtain ⟨v, hv⟩ := hE.exists_hasEigenvector
  have hn : ∀ j, ‖P j v‖ = ‖v‖ := fun j => (hP j).norm_apply v
  have h : |E| * ‖v‖ ≤ oneNorm c * ‖v‖ := calc
    |E| * ‖v‖ = ‖hamiltonian c P v‖ := by
      rw [hv.apply_eq_smul, norm_smul, Complex.norm_real, Real.norm_eq_abs]
    _ = ‖∑ j, (c j : ℂ) • P j v‖ := by
      simp only [hamiltonian, LinearMap.sum_apply, LinearMap.smul_apply]
    _ ≤ ∑ j, ‖(c j : ℂ) • P j v‖ := norm_sum_le _ _
    _ = oneNorm c * ‖v‖ := by
      simp only [norm_smul, Complex.norm_real, Real.norm_eq_abs, hn, oneNorm, Finset.sum_mul]
  exact le_of_mul_le_mul_right h (norm_pos_iff.mpr hv.2)
```

The hypothesis `hE` says that the real number $E$ is an eigenvalue of $H$. Take an eigenvector $v\neq0$. Then

$$|E|\,\|v\|=\|Hv\|\le\sum_j|c_j|\,\|P_jv\|=\lambda\|v\| ,$$

and division by $\|v\|>0$ gives $|E|\le\lambda$. The `calc` block follows this line step by step: `norm_sum_le` is the triangle inequality, and `hn` supplies $\|P_jv\|=\|v\|$.

With a single term, $H=cP$, the bound is sharp: the eigenvalues of $P$ can only be $\pm1$, so $|E|=|c|=\lambda$.

## From phase error to energy error

```lean
/-- The cosine changes by no more than its phase does. -/
theorem abs_cos_sub_cos_le (a b : ℝ) : |Real.cos a - Real.cos b| ≤ |a - b| := by
  have hs : ∀ y : ℝ, |Real.sin y| ≤ |y| := by
    intro y
    apply sq_le_sq.mp
    have h1 := Real.one_sub_sq_div_two_le_cos (x := 2 * y)
    rw [Real.cos_two_mul] at h1
    nlinarith [Real.sin_sq_add_cos_sq y]
  have h1 := Real.abs_sin_le_one ((a + b) / 2)
  have h2 := hs ((a - b) / 2)
  rw [abs_div, abs_two] at h2
  rw [Real.cos_sub_cos, abs_mul, abs_mul, show |(-2 : ℝ)| = 2 by norm_num]
  nlinarith [mul_le_mul_of_nonneg_right h1 (abs_nonneg (Real.sin ((a - b) / 2)))]
```

The claim is $|\cos a-\cos b|\le|a-b|$. First, $1-x^2/2\le\cos x$ at $x=2y$ gives $1-2y^2\le\cos2y=1-2\sin^2y$, so $|\sin y|\le|y|$. Then

$$|\cos a-\cos b|=2\left|\sin\tfrac{a+b}{2}\right|\left|\sin\tfrac{a-b}{2}\right|\le2\cdot1\cdot\tfrac{|a-b|}{2} .$$

The inner statement `hs` is the sine bound, and `nlinarith`, a tactic for polynomial inequalities, combines the factors.

```lean
/-- The one-norm is positive as soon as one coefficient is nonzero. -/
theorem oneNorm_pos {c : ι → ℝ} {j : ι} (hj : c j ≠ 0) : 0 < oneNorm c :=
  Finset.sum_pos' (fun _ _ => abs_nonneg _) ⟨j, Finset.mem_univ j, abs_pos.mpr hj⟩
```

One nonzero coefficient makes $\lambda$ positive, which permits division by it.

```lean
/-- Let `H = ∑ c_j P_j` have Hermitian `P_j` of square one and a nonzero coefficient. A phase
within `ε/λ` of `arccos (E/λ)` gives the eigenvalue `E` as `λ cos θ` to within `ε`. -/
theorem energy_error_of_phase_error {c : ι → ℝ} {P : ι → V →ₗ[ℂ] V}
    (hP : ∀ j, IsReflection (P j)) (hc : ∃ j, c j ≠ 0) {E θ ε : ℝ}
    (hE : Module.End.HasEigenvalue (hamiltonian c P) (E : ℂ))
    (hθ : |θ - Real.arccos (E / oneNorm c)| ≤ ε / oneNorm c) :
    |oneNorm c * Real.cos θ - E| ≤ ε := by
  obtain ⟨j, hj⟩ := hc
  have hl := oneNorm_pos hj
  have hne := hl.ne'
  -- the spectral bound puts E/λ in the range of the cosine
  have hx : |E / oneNorm c| ≤ 1 := by
    rw [abs_div, abs_of_pos hl, div_le_one hl]
    exact abs_energy_le hP hE
  have hcos := (abs_cos_sub_cos_le θ (Real.arccos (E / oneNorm c))).trans hθ
  rw [Real.cos_arccos (abs_le.mp hx).1 (abs_le.mp hx).2] at hcos
  have e : oneNorm c * Real.cos θ - E = oneNorm c * (Real.cos θ - E / oneNorm c) := by
    field_simp
  rw [e, abs_mul, abs_of_pos hl]
  calc oneNorm c * |Real.cos θ - E / oneNorm c|
      ≤ oneNorm c * (ε / oneNorm c) := mul_le_mul_of_nonneg_left hcos hl.le
    _ = ε := by field_simp
```

Let $\theta$ be an estimated phase with $|\theta-\arccos(E/\lambda)|\le\varepsilon/\lambda$. Since $|E|\le\lambda$, the ratio $E/\lambda$ lies in $[-1,1]$, and $\cos(\arccos(E/\lambda))=E/\lambda$. Hence

$$|\lambda\cos\theta-E|=\lambda\left|\cos\theta-\tfrac E\lambda\right|\le\lambda\cdot\tfrac{\varepsilon}{\lambda}=\varepsilon .$$

In the proof, `hx` is the range condition, `hcos` is the cosine bound, and `e` takes out the factor $\lambda$.

In phase estimation on a qubitized walk operator, the eigenphases that belong to an eigenvalue $E$ of $H$ are $\pm\arccos(E/\lambda)$. The program reads off $\theta$ and returns `lam * cos(theta)`; the sign of the phase does not matter, because the cosine is even. The theorem takes the phase error as given. Preparing the state, building the walk and the probability that the phase estimate succeeds all lie elsewhere.

## The least shot total

```lean
/-- With all coefficients nonzero and `ε > 0`, the least total of positive real shot numbers
that meet `∑ c_j²/m_j ≤ ε²` is `λ²/ε²`, and `m_j = λ|c_j|/ε²` attains it. -/
theorem minimal_shots [Nonempty ι] {c : ι → ℝ} (hc : ∀ j, c j ≠ 0) {ε : ℝ} (hε : 0 < ε) :
    ((∀ j, 0 < optimalShots c ε j) ∧ shotVariance c (optimalShots c ε) = ε ^ 2 ∧
      ∑ j, optimalShots c ε j = oneNorm c ^ 2 / ε ^ 2) ∧
    ∀ m : ι → ℝ, (∀ j, 0 < m j) → shotVariance c m ≤ ε ^ 2 →
      oneNorm c ^ 2 / ε ^ 2 ≤ ∑ j, m j := by
  have hl : 0 < oneNorm c := oneNorm_pos (hc (Classical.arbitrary ι))
  have hne := hl.ne'
  refine ⟨⟨fun j => ?_, ?_, ?_⟩, fun m hm hS => ?_⟩
  · have := abs_pos.mpr (hc j)
    unfold optimalShots
    positivity
  · have term : ∀ j, c j ^ 2 / optimalShots c ε j = |c j| * (ε ^ 2 / oneNorm c) := by
      intro j
      have hj : |c j| ≠ 0 := abs_ne_zero.mpr (hc j)
      rw [optimalShots, ← sq_abs (c j)]
      field_simp
    rw [shotVariance, Finset.sum_congr rfl (fun j _ => term j), ← Finset.sum_mul]
    change oneNorm c * (ε ^ 2 / oneNorm c) = ε ^ 2
    field_simp
  · simp only [optimalShots]
    rw [← Finset.sum_div, ← Finset.mul_sum]
    change oneNorm c * oneNorm c / ε ^ 2 = _
    rw [← pow_two]
  · -- Cauchy-Schwarz for the splitting |c|² = (c²/m) m
    have cs : oneNorm c ^ 2 ≤ shotVariance c m * ∑ j, m j :=
      Finset.sum_sq_le_sum_mul_sum_of_sq_le_mul _
        (fun j _ => div_nonneg (sq_nonneg _) (hm j).le) (fun j _ => (hm j).le)
        (fun j _ => by rw [sq_abs, div_mul_cancel₀ _ (hm j).ne'])
    rw [div_le_iff₀ (by positivity), mul_comm]
    exact cs.trans (mul_le_mul_of_nonneg_right hS (Finset.sum_nonneg fun j _ => (hm j).le))
```

All coefficients are nonzero, there is at least one term, and $\varepsilon>0$. The conclusion has two parts. The first says that the allocation $m_j=\lambda|c_j|/\varepsilon^2$ is positive, uses the budget exactly and has the stated total:

$$\sum_j\frac{c_j^2}{m_j}=\sum_j|c_j|\frac{\varepsilon^2}{\lambda}=\varepsilon^2,\qquad \sum_jm_j=\frac{\lambda}{\varepsilon^2}\sum_j|c_j|=\frac{\lambda^2}{\varepsilon^2} .$$

The second part says that no positive allocation within the budget has a smaller total. Write $|c_j|=(|c_j|/\sqrt{m_j})\sqrt{m_j}$ and apply Cauchy–Schwarz:

$$\lambda^2\le\Big(\sum_j\frac{c_j^2}{m_j}\Big)\Big(\sum_jm_j\Big)\le\varepsilon^2\sum_jm_j .$$

The `refine` line splits the goal into four: positivity, budget, total and lower bound. The step `cs` is Cauchy–Schwarz in a form that needs no square roots.

```lean
/-- For `ε > 0`, positive shot numbers that meet the error budget `ε²` with total `λ²/ε²`
are the allocation `m_j = λ|c_j|/ε²`. -/
theorem optimalShots_unique {c m : ι → ℝ} {ε : ℝ} (hε : 0 < ε) (hm : ∀ j, 0 < m j)
    (hS : shotVariance c m ≤ ε ^ 2) (hM : ∑ j, m j = oneNorm c ^ 2 / ε ^ 2) :
    m = optimalShots c ε := by
  have term : ∀ j, (ε ^ 2 * m j - oneNorm c * |c j|) ^ 2 / m j =
      ε ^ 4 * m j - 2 * ε ^ 2 * oneNorm c * |c j| + oneNorm c ^ 2 * (c j ^ 2 / m j) := by
    intro j
    have hq : c j ^ 2 / m j * m j = |c j| ^ 2 := by
      rw [sq_abs, div_mul_cancel₀ _ (hm j).ne']
    rw [div_eq_iff (hm j).ne']
    linear_combination (-(oneNorm c ^ 2)) * hq
  -- the weighted sum of squared deviations cannot be positive
  have hsum : ∑ j, (ε ^ 2 * m j - oneNorm c * |c j|) ^ 2 / m j ≤ 0 := by
    rw [Finset.sum_congr rfl (fun j _ => term j), Finset.sum_add_distrib,
      Finset.sum_sub_distrib, ← Finset.mul_sum, ← Finset.mul_sum, ← Finset.mul_sum, hM]
    change ε ^ 4 * (oneNorm c ^ 2 / ε ^ 2) - 2 * ε ^ 2 * oneNorm c * oneNorm c +
      oneNorm c ^ 2 * shotVariance c m ≤ 0
    have h4 : ε ^ 4 * (oneNorm c ^ 2 / ε ^ 2) = ε ^ 2 * oneNorm c ^ 2 := by
      field_simp
    nlinarith [mul_le_mul_of_nonneg_left hS (sq_nonneg (oneNorm c))]
  have hnn : ∀ j ∈ Finset.univ, 0 ≤ (ε ^ 2 * m j - oneNorm c * |c j|) ^ 2 / m j :=
    fun j _ => div_nonneg (sq_nonneg _) (hm j).le
  funext j
  have h0 := (Finset.sum_eq_zero_iff_of_nonneg hnn).mp
    (le_antisymm hsum (Finset.sum_nonneg hnn)) j (Finset.mem_univ j)
  have h1 := (div_eq_zero_iff.mp h0).resolve_right (hm j).ne'
  have h2 := (pow_eq_zero_iff two_ne_zero).mp h1
  rw [optimalShots, eq_div_iff (by positivity)]
  linarith
```

The minimiser is unique. Suppose that $m$ is positive, meets the budget and has total $\lambda^2/\varepsilon^2$. Expanding the square gives

$$\sum_j\frac{(\varepsilon^2m_j-\lambda|c_j|)^2}{m_j}=\varepsilon^4\sum_jm_j-2\varepsilon^2\lambda^2+\lambda^2\sum_j\frac{c_j^2}{m_j}\le0 .$$

The bound holds because the first term equals $\varepsilon^2\lambda^2$ and the last is at most that. A sum of nonnegative terms that is not positive has every term zero, so $m_j=\lambda|c_j|/\varepsilon^2$. In the code, `term` is the expansion of one summand, `hsum` is the inequality, and the lines after `funext j` extract the $j$-th equation.

```lean
/-- With all coefficients nonzero and `ε > 0`, rounding the optimal allocation up to whole shots
keeps `∑ c_j²/m_j` within `ε²` and the total within `λ²/ε²` plus the number of terms. -/
theorem integer_shots [Nonempty ι] {c : ι → ℝ} (hc : ∀ j, c j ≠ 0) {ε : ℝ} (hε : 0 < ε) :
    shotVariance c (fun j => (⌈optimalShots c ε j⌉₊ : ℝ)) ≤ ε ^ 2 ∧
    ∑ j, (⌈optimalShots c ε j⌉₊ : ℝ) ≤ oneNorm c ^ 2 / ε ^ 2 + Fintype.card ι := by
  obtain ⟨⟨hpos, hvar, htot⟩, -⟩ := minimal_shots hc hε
  constructor
  · rw [← hvar]
    refine Finset.sum_le_sum fun j _ => ?_
    exact div_le_div_of_nonneg_left (sq_nonneg _) (hpos j) (Nat.le_ceil _)
  · calc ∑ j, (⌈optimalShots c ε j⌉₊ : ℝ) ≤ ∑ j, (optimalShots c ε j + 1) :=
          Finset.sum_le_sum fun j _ => (Nat.ceil_lt_add_one (hpos j).le).le
      _ = oneNorm c ^ 2 / ε ^ 2 + Fintype.card ι := by
          rw [Finset.sum_add_distrib, htot]
          simp
```

The symbol `⌈x⌉₊` is $x$ rounded up to a natural number. More shots can only lower $c_j^2/m_j$, so the budget still holds, and each rounding adds at most one shot. With $N$ terms, the total is at most $\lambda^2/\varepsilon^2+N$. Some other whole-number allocation may be cheaper, but by the lower bound in `minimal_shots` none that meets the budget goes below $\lambda^2/\varepsilon^2$.

In a sampling code this is one line per term, `ceil(lam * abs(c[j]) / eps**2)`, with `eps` in the same energy unit as the coefficients. An identity term is a known constant and needs no shots, so it should be removed before $\lambda$ is computed. Measuring commuting terms together changes the variance formula and calls for a different optimisation.

## One qubit with $H=3X+4Z$

```lean
/-- The Pauli operator `X` on one qubit, which swaps the two amplitudes. -/
def pauliX : EuclideanSpace ℂ (Fin 2) →ₗ[ℂ] EuclideanSpace ℂ (Fin 2) where
  toFun v := !₂[v 1, v 0]
  map_add' v w := by ext i; fin_cases i <;> simp
  map_smul' a v := by ext i; fin_cases i <;> simp
```

`EuclideanSpace ℂ (Fin 2)` is the qubit space, with amplitudes numbered 0 and 1. The map $X$ sends $(v_0,v_1)$ to $(v_1,v_0)$. The two fields after `toFun` check linearity.

```lean
/-- The Pauli operator `Z` on one qubit, which flips the sign of the second amplitude. -/
def pauliZ : EuclideanSpace ℂ (Fin 2) →ₗ[ℂ] EuclideanSpace ℂ (Fin 2) where
  toFun v := !₂[v 0, -v 1]
  map_add' v w := by ext i; fin_cases i <;> simp [add_comm]
  map_smul' a v := by ext i; fin_cases i <;> simp
```

Likewise, $Z$ sends $(v_0,v_1)$ to $(v_0,-v_1)$.

```lean
/-- The Pauli operators `X` and `Z` are Hermitian with square one, and `3X + 4Z` has the
eigenvalue `5`. -/
theorem pauli_witness : IsReflection pauliX ∧ IsReflection pauliZ ∧
    Module.End.HasEigenvalue (hamiltonian ![3, 4] ![pauliX, pauliZ]) ((5 : ℝ) : ℂ) := by
  refine ⟨⟨fun v w => ?_, fun v => ?_⟩, ⟨fun v w => ?_, fun v => ?_⟩, ?_⟩
  · simp [pauliX, PiLp.inner_apply, Fin.sum_univ_two, add_comm]
  · ext i; fin_cases i <;> simp [pauliX]
  · simp [pauliZ, PiLp.inner_apply, Fin.sum_univ_two]
  · ext i; fin_cases i <;> simp [pauliZ]
  · -- the eigenvector has amplitudes 3 and 1
    apply Module.End.hasEigenvalue_of_hasEigenvector (x := !₂[(3 : ℂ), 1])
    refine ⟨Module.End.mem_eigenspace_iff.mpr ?_, fun h => ?_⟩
    · ext i
      fin_cases i <;> simp [hamiltonian, Fin.sum_univ_two, pauliX, pauliZ] <;> norm_num
    · have h1 := congrArg (fun v : EuclideanSpace ℂ (Fin 2) => v 1) h
      simp at h1

end

end PauliSumCost
```

Both operators satisfy `IsReflection`, and $5$ is an eigenvalue of $3X+4Z$:

$$3\,(1,3)+4\,(3,-1)=(15,5)=5\,(3,1) .$$

The code uses the unnormalised vector $(3,1)$; the normalised state is $(3,1)/\sqrt{10}$. The proof checks the eigenvalue equation amplitude by amplitude, then shows that the vector is nonzero by looking at its second amplitude.

Here $\lambda=7$, so the energy bound is strict: $X$ and $Z$ have no common eigenvector, and their contributions cannot both be maximal. For $\varepsilon=0.1$, the allocation that is optimal for the worst-case bound gives 2100 shots to $X$ and 2800 to $Z$, 4900 in all. An equal split would need 2500 each, or 5000, to meet the same bound. An eigenstate of the Pauli operator $Y$ reaches this worst case, because there $\langle X\rangle=\langle Z\rangle=0$. The eigenstate of $H$ above needs fewer shots: it has $\langle X\rangle=0.6$ and $\langle Z\rangle=0.8$, so the single-shot variances are $0.64$ and $0.36$, and 1152 shots for each term are enough.

```lean
#print axioms PauliSumCost.energy_error_of_phase_error
#print axioms PauliSumCost.optimalShots_unique
#print axioms PauliSumCost.integer_shots
```

```
'PauliSumCost.energy_error_of_phase_error' depends on axioms: [propext, Classical.choice, Quot.sound]
'PauliSumCost.optimalShots_unique' depends on axioms: [propext, Classical.choice, Quot.sound]
'PauliSumCost.integer_shots' depends on axioms: [propext, Classical.choice, Quot.sound]
```
